# For a spin-up particle measured along an axis between x and y, error times disturbance stays below the commutator bound

An apparatus meant to measure \(\sigma_x\) on a spin-½ particle prepared spin-up along \(z\) is turned by an angle \(f\) towards the \(y\) axis, so it makes a projective measurement of \(S=\cos f\,\sigma_x+\sin f\,\sigma_y\), which disturbs \(\sigma_y\) except at \(f=\pi/2\). Must the product of its root-mean-square error and disturbance reach \(\tfrac12|\langle[\sigma_x,\sigma_y]\rangle|\), as the product of the two spreads must?

In Lean 4 with Mathlib:

```lean
import Mathlib

open Matrix

namespace SpinErrorDisturbance

noncomputable section

/-- The Pauli matrix `σx`, the observable one wants to measure. -/
def σx : Matrix (Fin 2) (Fin 2) ℂ := !![0, 1; 1, 0]

/-- The Pauli matrix `σy`, the observable that is disturbed. -/
def σy : Matrix (Fin 2) (Fin 2) ℂ := !![0, -Complex.I; Complex.I, 0]

/-- The Pauli matrix `σz`. -/
def σz : Matrix (Fin 2) (Fin 2) ℂ := !![1, 0; 0, -1]

/-- The spin-up state along `z`. -/
def up : Fin 2 → ℂ := ![1, 0]

/-- The Euclidean norm of a spinor. -/
def len (w : Fin 2 → ℂ) : ℝ := Real.sqrt (‖w 0‖ ^ 2 + ‖w 1‖ ^ 2)

/-- The observable actually measured: the spin along the direction at angle `f`
from the `x` axis in the `xy` plane. -/
def measured (f : ℝ) : Matrix (Fin 2) (Fin 2) ℂ :=
  (Real.cos f : ℂ) • σx + (Real.sin f : ℂ) • σy

/-- The operator `(1 + s S) / 2`; for `s = 1` and `s = -1` it is the projector
on the corresponding outcome of the measurement of `S`. -/
def outcome (s f : ℝ) : Matrix (Fin 2) (Fin 2) ℂ :=
  (1 / 2 : ℂ) • (1 + (s : ℂ) • measured f)

/-- The root-mean-square error made when `S` is measured in place of `σx`. -/
def error (f : ℝ) : ℝ := len ((measured f - σx) *ᵥ up)

/-- The root-mean-square disturbance of `σy` by the projective measurement of `S`. -/
def disturbance (f : ℝ) : ℝ :=
  Real.sqrt (len ((outcome 1 f * σy - σy * outcome 1 f) *ᵥ up) ^ 2
    + len ((outcome (-1) f * σy - σy * outcome (-1) f) *ᵥ up) ^ 2)

/-- The expectation value of an operator in the spin-up state. -/
def expect (A : Matrix (Fin 2) (Fin 2) ℂ) : ℂ := star up ⬝ᵥ (A *ᵥ up)

/-- The standard deviation of an observable in the spin-up state. -/
def spread (A : Matrix (Fin 2) (Fin 2) ℂ) : ℝ := len ((A - expect A • 1) *ᵥ up)

/-- Half the modulus of the expectation value of the commutator. -/
def commutatorBound (A B : Matrix (Fin 2) (Fin 2) ℂ) : ℝ := ‖expect (A * B - B * A)‖ / 2

/-- The squared length of a spinor is the sum of its squared amplitudes. -/
theorem len_sq (w : Fin 2 → ℂ) : len w ^ 2 = ‖w 0‖ ^ 2 + ‖w 1‖ ^ 2 :=
  Real.sq_sqrt (by positivity)

/-- The squared error is `2 - 2 cos f`. -/
theorem error_sq (f : ℝ) : error f ^ 2 = 2 - 2 * Real.cos f := by
  have h := Real.sin_sq_add_cos_sq f
  unfold error measured
  rw [len_sq]
  generalize Real.cos f = c at h ⊢
  generalize Real.sin f = s at h ⊢
  simp [σx, σy, up, Matrix.mulVec, dotProduct, Fin.sum_univ_two, Complex.sq_norm,
    Complex.normSq_apply]
  linear_combination h

/-- The commutator of `(1 + s S) / 2` with `σy` is `i s cos f σz`. -/
theorem outcome_commutator (s f : ℝ) :
    outcome s f * σy - σy * outcome s f
      = ((s : ℂ) * (Real.cos f : ℂ) * Complex.I) • σz := by
  unfold outcome measured
  generalize Real.cos f = c
  generalize Real.sin f = t
  -- write the outcome operator as an explicit matrix
  have hP : (1 / 2 : ℂ) • (1 + (s : ℂ) • ((c : ℂ) • σx + (t : ℂ) • σy))
      = !![1 / 2, (s : ℂ) * (c - t * Complex.I) / 2;
           (s : ℂ) * (c + t * Complex.I) / 2, 1 / 2] := by
    ext i j
    fin_cases i <;> fin_cases j <;> simp [σx, σy] <;> ring
  rw [hP]
  ext i j
  fin_cases i <;> fin_cases j <;>
    simp [σy, σz] <;> ring

/-- The squared disturbance is `2 cos² f`. -/
theorem disturbance_sq (f : ℝ) : disturbance f ^ 2 = 2 * Real.cos f ^ 2 := by
  unfold disturbance
  rw [Real.sq_sqrt (by positivity), outcome_commutator, outcome_commutator, len_sq, len_sq]
  generalize Real.cos f = c
  simp [σz, up, Matrix.mulVec, dotProduct, Fin.sum_univ_two]
  ring

/-- In the spin-up state `σx` and `σy` have unit standard deviation, and their
commutator bound equals one. -/
theorem spreads_and_bound :
    spread σx = 1 ∧ spread σy = 1 ∧ commutatorBound σx σy = 1 := by
  refine ⟨?_, ?_, ?_⟩
  · simp [spread, len, expect, σx, up, Matrix.mulVec, dotProduct, Fin.sum_univ_two]
  · simp [spread, len, expect, σy, up, Matrix.mulVec, dotProduct, Fin.sum_univ_two]
  · have h : expect (σx * σy - σy * σx) = 2 * Complex.I := by
      simp [expect, σx, σy, up, Matrix.mulVec, dotProduct, Fin.sum_univ_two]
      ring
    rw [commutatorBound, h]
    simp

/-- For `cos f ≥ 0` the squared error-disturbance product is at most `16/27`, and
this value is reached exactly when `cos f = 2/3`. -/
theorem product_sq_le (f : ℝ) (hf : 0 ≤ Real.cos f) :
    (error f * disturbance f) ^ 2 ≤ 16 / 27 ∧
      ((error f * disturbance f) ^ 2 = 16 / 27 ↔ Real.cos f = 2 / 3) := by
  -- the deficit factors with a double root at the optimal angle
  have key : 16 / 27 - (error f * disturbance f) ^ 2
      = 4 * ((Real.cos f - 2 / 3) ^ 2 * (Real.cos f + 1 / 3)) := by
    rw [mul_pow, error_sq, disturbance_sq]
    ring
  have hpos : 0 < Real.cos f + 1 / 3 := by linarith
  refine ⟨?_, ?_, ?_⟩
  · have : 0 ≤ (Real.cos f - 2 / 3) ^ 2 * (Real.cos f + 1 / 3) := by positivity
    linarith
  · intro h
    have h0 : (Real.cos f - 2 / 3) ^ 2 * (Real.cos f + 1 / 3) = 0 := by linarith
    rcases mul_eq_zero.mp h0 with h1 | h1
    · have h2 := pow_eq_zero_iff (two_ne_zero) |>.mp h1
      linarith
    · linarith
  · intro h
    rw [h] at key
    norm_num at key
    linarith

/-- At every angle the error and the disturbance add up to at least `√2`. -/
theorem sqrt_two_le_sum (f : ℝ) : Real.sqrt 2 ≤ error f + disturbance f := by
  have he : 0 ≤ error f := Real.sqrt_nonneg _
  have hd : 0 ≤ disturbance f := Real.sqrt_nonneg _
  have hr : Real.sqrt 2 ^ 2 = 2 := Real.sq_sqrt (by norm_num)
  have hr0 : 0 < Real.sqrt 2 := Real.sqrt_pos.mpr (by norm_num)
  have he2 := error_sq f
  have hd2 := disturbance_sq f
  by_contra hlt
  have hlt' : error f + disturbance f < Real.sqrt 2 := lt_of_not_ge hlt
  -- a small error satisfies e² ≤ √2 e, and always 2 cos f ≤ √2 d
  have h1 : error f * error f ≤ Real.sqrt 2 * error f :=
    mul_le_mul_of_nonneg_right (by linarith) he
  have h2 : 2 * Real.cos f ≤ Real.sqrt 2 * disturbance f := by
    refine (le_abs_self _).trans (abs_le_of_sq_le_sq ?_ (by positivity))
    rw [mul_pow (Real.sqrt 2), hr, hd2]
    apply le_of_eq
    ring
  have h3 := mul_pos hr0 (sub_pos.mpr hlt')
  nlinarith

/-- For `0 ≤ f ≤ π/2` the product of error and disturbance lies strictly below the
commutator bound, while the sum of this product, the error times the spread of `σy`
and the spread of `σx` times the disturbance is at least that bound. -/
theorem naive_bound_violated_three_term_bound_holds (f : ℝ)
    (h0 : 0 ≤ f) (h1 : f ≤ Real.pi / 2) :
    error f * disturbance f < commutatorBound σx σy ∧
      commutatorBound σx σy ≤
        error f * disturbance f + error f * spread σy + spread σx * disturbance f := by
  obtain ⟨hx, hy, hb⟩ := spreads_and_bound
  rw [hx, hy, hb]
  have hc : 0 ≤ Real.cos f :=
    Real.cos_nonneg_of_mem_Icc ⟨by linarith [Real.pi_pos], h1⟩
  have he : 0 ≤ error f := Real.sqrt_nonneg _
  have hd : 0 ≤ disturbance f := Real.sqrt_nonneg _
  constructor
  · have h := (product_sq_le f hc).1
    nlinarith
  · have h := sqrt_two_le_sum f
    have hs : (1 : ℝ) ≤ Real.sqrt 2 := Real.one_le_sqrt.mpr (by norm_num)
    have hp := mul_nonneg he hd
    linarith

end

end SpinErrorDisturbance
```

```lean
#print axioms SpinErrorDisturbance.naive_bound_violated_three_term_bound_holds
```

```
'SpinErrorDisturbance.naive_bound_violated_three_term_bound_holds' depends on axioms: [propext, Classical.choice, Quot.sound]
```

## Error and disturbance as vector lengths

The state is the unit vector \(v=(1,0)\), written `up`, and `len` is the Euclidean norm. The error is \(e=\|(S-\sigma_x)v\|\). Since \(\sigma_xv=(0,1)\) and \(\sigma_yv=(0,i)\),

\[
e^2=|\cos f-1+i\sin f|^2=2-2\cos f .
\]

The outcomes \(s=\pm1\) have projectors \(P_s=(1+sS)/2\), written `outcome s f`. The disturbance \(d\) is defined by \(d^2=\sum_s\|[P_s,\sigma_y]v\|^2\), the mean square change of \(\sigma_y\) when the measurement projects the state onto the outcome found. From \([\sigma_x,\sigma_y]=2i\sigma_z\),

\[
[P_s,\sigma_y]=\tfrac{s}{2}\cos f\,[\sigma_x,\sigma_y]=is\cos f\,\sigma_z,
\qquad d^2=2\cos^2 f .
\]

These are `error_sq`, `outcome_commutator` and `disturbance_sq`. The matrix identities are checked entry by entry; the error also uses \(\sin^2f+\cos^2f=1\).

Both \(\sigma_x\) and \(\sigma_y\) have zero mean in \(v\) and map it to a unit vector, so both spreads are 1. The commutator has expectation value \(2i\), and half its modulus is 1. The theorem `spreads_and_bound` records these three values.

## The product stays below one for angles from x to y

Write \(c=\cos f\). Then \((ed)^2=4c^2(1-c)\), and

\[
\tfrac{16}{27}-(ed)^2=4\left(c-\tfrac23\right)^2\left(c+\tfrac13\right).
\]

For \(c\ge0\) the right side is non-negative and vanishes only at \(c=2/3\). Hence \((ed)^2\le16/27\), with equality exactly there, and \(ed<1\). In `product_sq_le`, the identity is `key`, and `ring` verifies it once the squares have been substituted.

The sign of \(c\) matters: at \(f=\pi\) one has \(e=2\) and \(d=\sqrt2\), so the product exceeds 1. The condition \(0\le f\le\pi/2\) in the final theorem ensures \(c\ge0\).

## The sum is at least √2 at every angle

Suppose \(e+d<\sqrt2\). Both terms are non-negative, so \(e<\sqrt2\) and \(\sqrt2\,e\ge e^2=2-2c\). Also \(\sqrt2\,d=2|c|\ge2c\). Adding these gives \(\sqrt2(e+d)\ge2\), a contradiction. Therefore

\[
ed+e\,\Delta\sigma_y+\Delta\sigma_x\,d=ed+e+d\ge\sqrt2\ge1,
\]

where \(\Delta\) denotes the spread.

In `sqrt_two_le_sum`, the two estimates are `h1` and `h2`, and `nlinarith` combines them with the assumption multiplied by \(\sqrt2\). The estimate `h2` turns on the Mathlib lemma `abs_le_of_sq_le_sq`: if \(a^2\le b^2\) and \(b\ge0\), then \(|a|\le b\). With \(a=2c\) and \(b=\sqrt2\,d\), the two squares are equal. The lemma thus passes from the known value of \(d^2\) to a bound on \(d\) without a case split on the sign of \(c\).

## A tilt of sixty degrees

At \(f=\pi/3\), \(c=1/2\), so \(e=1\) and \(d=1/\sqrt2\approx0.707\). The product is about 0.707, below 1, while the three-term sum is \(1+\sqrt2\approx2.414\). At \(f=0\) the error vanishes and \(d=\sqrt2\); at \(f=\pi/2\) the roles are exchanged. At both ends the product is zero and the three-term sum is \(\sqrt2\).

## What the two inequalities say about measurement

The theorem `naive_bound_violated_three_term_bound_holds` joins the two results: for \(0\le f\le\pi/2\), the product lies strictly below `commutatorBound σx σy`, and the three-term expression is at least that bound. This second statement is Ozawa's inequality, verified here for one state and one family of projective measurements rather than for general states and apparatus.

For this single spin, the example separates two statements often merged under the name of uncertainty: the spreads of the prepared state satisfy the commutator bound with equality, while the error and disturbance of the measurement violate the same product bound. The conclusion depends on the root-mean-square definitions adopted for error and disturbance; other measures of these quantities can lead to different trade-offs.
